# With equal masses, the out-of-plane pseudorotation inertia of a five-membered ring is independent of the phase

I model a puckered five-membered ring by out-of-plane displacements alone, measured from a regular pentagon of equal masses. With amplitude q and phase p they are

z_j = √(2/5) q cos(p + 4πj/5), j = 0, …, 4.

The sums of z_j, z_j cos(2πj/5) and z_j sin(2πj/5) should vanish, so that the ring neither shifts nor tilts. The sums of z_j² and (∂z_j/∂p)² should both be q², which makes the pseudorotation inertia the same at every phase. Can I see a rigorous proof of this, checked by a machine?

## Cosine sums over the ring sites

Yes. The model keeps your restriction to out-of-plane motion but allows N sites and an integer puckering mode m:

z_j = √(2/N) q cos x_j, x_j = p + 2πmj/N.

Your ring is N = 5, m = 2. Everything rests on one sum. For any integer k and real a,

2 sin(πk/N) cos(a + 2πkj/N) = sin(a + 2πk(j+1)/N − πk/N) − sin(a + 2πkj/N − πk/N).

Summed over j = 0, …, N−1, the right side telescopes to two sines whose arguments differ by 2πk, so it is zero. If N does not divide k, then sin(πk/N) ≠ 0 and

Σ_j cos(a + 2πkj/N) = 0.

With k = m this gives Σ z_j = 0. For the tilts, use

z_j cos(2πj/N − a) = ½√(2/N) q [cos(p − a + 2π(m+1)j/N) + cos(p + a + 2π(m−1)j/N)].

Both terms sum to zero if N divides neither m+1 nor m−1; a = 0 and a = π/2 give the cosine and sine conditions. For your ring the harmonics are 2, 3 and 1.

For the quadratic sums, take real u and w:

(u cos x_j − w sin x_j)² = (u² + w²)/2 + (u² − w²)/2 · cos 2x_j − uw sin 2x_j.

If N does not divide 2m, the last two terms sum to zero, leaving N(u² + w²)/2. Setting u = √(2/N) q, w = 0 gives Σ z_j² = q². When q and p vary in time,

ż_j = √(2/N) (q̇ cos x_j − q ṗ sin x_j),

so for atoms of mass μ the kinetic energy is

T = μq̇²/2 + μq²ṗ²/2.

The inertia is μq². Setting q̇ = 0, ṗ = 1 gives Σ (∂z_j/∂p)² = q².

Conversely, let z_j be any five displacements satisfying the three linear conditions. The kernel

1 + 2cos(2π(j−l)/5) + 2cos(4π(j−l)/5)

is 5 for j = l and 0 otherwise. Multiplying by z_l and summing over l, the conditions leave

z_j = (2/5) [C cos(4πj/5) + S sin(4πj/5)],

with C = Σ_l z_l cos(4πl/5) and S = Σ_l z_l sin(4πl/5). Choosing q cos p = √(2/5) C and q sin p = −√(2/5) S recovers your formula.

The smallest ring with a mode free of shift and tilt has N = 4, m = 2. There z_j = (−1)^j q cos(p)/√2, and N divides 2m, so Σ z_j² = 2q² cos² p. This ring has a single puckering coordinate and no pseudorotation.

In Lean, `siteAngle N k j` is 2πkj/N, `pucker` is the general displacement and `fiveRing` is yours. `fiveRing_pseudorotation` states your five identities for all real q and p. `pucker_kinetic` takes functions of time with derivatives `q'` and `p'` at `t`, and one common mass `μ`. `fiveRing_complete` provides q ≥ 0 and p, without claiming uniqueness. Unequal masses, in-plane motion and the puckering potential are not treated.

```lean
import Mathlib

open Finset Real

namespace RingPuckering

noncomputable section

/-- The angle `2πkj/N` of harmonic `k` at site `j` of a ring of `N` atoms, for `N ≠ 0`. -/
def siteAngle (N : ℕ) (k : ℤ) (j : ℕ) : ℝ := 2 * π * k * j / N

/-- Out-of-plane displacement of atom `j` in puckering mode `m` of a ring of `N ≠ 0` atoms,
with amplitude `q` and phase `p`. -/
def pucker (N : ℕ) (m : ℤ) (q p : ℝ) (j : ℕ) : ℝ :=
  √(2 / N) * q * cos (p + siteAngle N m j)

/-- Out-of-plane displacement of atom `j` in a five-membered ring with puckering amplitude `q`
and phase `p`. -/
def fiveRing (q p : ℝ) (j : ℕ) : ℝ := √(2 / 5) * q * cos (p + 4 * π * j / 5)

/-- A harmonic `k` that is not a multiple of `N` sums to zero over the `N` sites of the ring,
whatever its phase `a`. -/
theorem sum_cos_siteAngle {N : ℕ} {k : ℤ} (hk : ¬ (N : ℤ) ∣ k) (a : ℝ) :
    ∑ j ∈ range N, cos (a + siteAngle N k j) = 0 := by
  rcases Nat.eq_zero_or_pos N with rfl | hN
  · simp
  have hN' : (N : ℝ) ≠ 0 := by exact_mod_cast hN.ne'
  have hs : sin (π * k / N) ≠ 0 := by
    intro h
    obtain ⟨n, hn⟩ := Real.sin_eq_zero_iff.mp h
    rw [eq_div_iff hN'] at hn
    have h2 : π * (k : ℝ) = π * (N * n) := by linear_combination -hn
    have h1 : (k : ℝ) = N * n := mul_left_cancel₀ Real.pi_ne_zero h2
    exact hk ⟨n, by exact_mod_cast h1⟩
  -- multiplied by twice the sine of the half step, the sum telescopes
  have hstep : ∀ j : ℕ, 2 * sin (π * k / N) * cos (a + siteAngle N k j) =
      sin (a + siteAngle N k (j + 1) - π * k / N) - sin (a + siteAngle N k j - π * k / N) := by
    intro j
    have e : a + siteAngle N k (j + 1) - π * k / N = (a + siteAngle N k j) + π * k / N := by
      unfold siteAngle; push_cast; ring
    rw [e, Real.sin_add (a + siteAngle N k j), Real.sin_sub (a + siteAngle N k j)]
    ring
  have hsum := Finset.sum_range_sub (fun j : ℕ => sin (a + siteAngle N k j - π * k / N)) N
  -- the two ends differ by whole turns
  have hend : sin (a + siteAngle N k N - π * k / N) = sin (a + siteAngle N k 0 - π * k / N) := by
    have h1 : siteAngle N k N = k * (2 * π) := by
      unfold siteAngle; rw [mul_div_assoc, div_self hN']; ring
    have h0 : siteAngle N k 0 = 0 := by simp [siteAngle]
    have e : a + k * (2 * π) - π * k / N = (a + 0 - π * k / N) + k * (2 * π) := by ring
    rw [h1, h0, e, Real.sin_add_int_mul_two_pi]
  have hprod : 2 * sin (π * k / N) * ∑ j ∈ range N, cos (a + siteAngle N k j) = 0 := by
    rw [Finset.mul_sum, Finset.sum_congr rfl (fun j _ => hstep j)]
    exact hsum.trans (sub_eq_zero.mpr hend)
  exact (mul_eq_zero.mp hprod).resolve_left (mul_ne_zero two_ne_zero hs)

/-- If `N` divides none of `m`, `m + 1`, `m - 1`, puckering mode `m` neither shifts the ring
along its axis nor tilts its mean plane. -/
theorem pucker_constraints {N : ℕ} {m : ℤ} (h0 : ¬ (N : ℤ) ∣ m) (hp : ¬ (N : ℤ) ∣ m + 1)
    (hm : ¬ (N : ℤ) ∣ m - 1) (q p : ℝ) :
    ∑ j ∈ range N, pucker N m q p j = 0 ∧
    ∑ j ∈ range N, pucker N m q p j * cos (siteAngle N 1 j) = 0 ∧
    ∑ j ∈ range N, pucker N m q p j * sin (siteAngle N 1 j) = 0 := by
  -- the product of two harmonics is a sum of the harmonics m + 1 and m - 1
  have key : ∀ a : ℝ, ∑ j ∈ range N, pucker N m q p j * cos (siteAngle N 1 j - a) = 0 := by
    intro a
    have e : ∀ j, pucker N m q p j * cos (siteAngle N 1 j - a) = √(2 / N) * q / 2 *
        (cos ((p - a) + siteAngle N (m + 1) j) + cos ((p + a) + siteAngle N (m - 1) j)) := by
      intro j
      have e1 : (p - a) + siteAngle N (m + 1) j =
          (p + siteAngle N m j) + (siteAngle N 1 j - a) := by
        unfold siteAngle; push_cast; ring
      have e2 : (p + a) + siteAngle N (m - 1) j =
          (p + siteAngle N m j) - (siteAngle N 1 j - a) := by
        unfold siteAngle; push_cast; ring
      rw [e1, e2, Real.cos_add (p + siteAngle N m j) (siteAngle N 1 j - a),
        Real.cos_sub (p + siteAngle N m j) (siteAngle N 1 j - a)]
      unfold pucker
      ring
    simp only [e]
    rw [← Finset.mul_sum, Finset.sum_add_distrib, sum_cos_siteAngle hp, sum_cos_siteAngle hm,
      add_zero, mul_zero]
  refine ⟨?_, by simpa only [sub_zero] using key 0,
    by simpa only [Real.cos_sub_pi_div_two] using key (π / 2)⟩
  simp only [pucker]
  rw [← Finset.mul_sum, sum_cos_siteAngle h0, mul_zero]

/-- If `N` does not divide `2m`, the cosine and sine patterns of mode `m` are orthogonal and
have equal norm, at every phase `p`. -/
theorem sum_sq_quadrature {N : ℕ} {m : ℤ} (h2 : ¬ (N : ℤ) ∣ 2 * m) (u w p : ℝ) :
    ∑ j ∈ range N, (u * cos (p + siteAngle N m j) - w * sin (p + siteAngle N m j)) ^ 2 =
      N / 2 * (u ^ 2 + w ^ 2) := by
  have e : ∀ j, (u * cos (p + siteAngle N m j) - w * sin (p + siteAngle N m j)) ^ 2 =
      (u ^ 2 + w ^ 2) / 2 + (u ^ 2 - w ^ 2) / 2 * cos (2 * p + siteAngle N (2 * m) j) +
        u * w * cos (2 * p + π / 2 + siteAngle N (2 * m) j) := by
    intro j
    have e1 : 2 * p + siteAngle N (2 * m) j =
        (p + siteAngle N m j) + (p + siteAngle N m j) := by
      unfold siteAngle; push_cast; ring
    have e2 : 2 * p + π / 2 + siteAngle N (2 * m) j =
        ((p + siteAngle N m j) + (p + siteAngle N m j)) + π / 2 := by
      linear_combination e1
    rw [e1, e2, Real.cos_add_pi_div_two,
      Real.cos_add (p + siteAngle N m j) (p + siteAngle N m j),
      Real.sin_add (p + siteAngle N m j) (p + siteAngle N m j)]
    linear_combination (u ^ 2 + w ^ 2) / 2 * Real.sin_sq_add_cos_sq (p + siteAngle N m j)
  simp only [e, Finset.sum_add_distrib, ← Finset.mul_sum, sum_cos_siteAngle h2,
    Finset.sum_const, Finset.card_range, nsmul_eq_mul]
  ring

/-- The prefactor `√(2/N)` normalises a puckering pattern of squared norm `N/2`, for `N ≠ 0`. -/
theorem prefactor_sq {N : ℕ} (hN : N ≠ 0) : (N : ℝ) / 2 * √(2 / N) ^ 2 = 1 := by
  have hN' : (N : ℝ) ≠ 0 := by exact_mod_cast hN
  rw [Real.sq_sqrt (by positivity)]
  field_simp

/-- For a ring of `N ≠ 0` atoms of equal mass `μ`, with `N` not dividing `2m`, the kinetic energy
of mode `m` is `μq̇²/2 + μq²ṗ²/2`: the pseudorotation inertia `μq²` is independent of the phase. -/
theorem pucker_kinetic {N : ℕ} {m : ℤ} (hN : N ≠ 0) (h2 : ¬ (N : ℤ) ∣ 2 * m)
    {q p : ℝ → ℝ} {q' p' t : ℝ} (hq : HasDerivAt q q' t) (hp : HasDerivAt p p' t) (μ : ℝ) :
    ∑ j ∈ range N, μ / 2 * (deriv (fun s => pucker N m (q s) (p s) j) t) ^ 2 =
      μ / 2 * q' ^ 2 + μ * q t ^ 2 / 2 * p' ^ 2 := by
  -- velocity of each atom by the chain rule
  have hd : ∀ j, deriv (fun s => pucker N m (q s) (p s) j) t =
      √(2 / N) * q' * cos (p t + siteAngle N m j) -
        √(2 / N) * q t * p' * sin (p t + siteAngle N m j) := by
    intro j
    apply HasDerivAt.deriv
    unfold pucker
    refine HasDerivAt.congr_deriv
      ((hq.const_mul √(2 / N)).fun_mul (hp.add_const (siteAngle N m j)).cos) ?_
    ring
  simp only [hd]
  rw [← Finset.mul_sum, sum_sq_quadrature h2]
  linear_combination (μ / 2 * (q' ^ 2 + q t ^ 2 * p' ^ 2)) * prefactor_sq hN

/-- For `N ≠ 0` not dividing `2m`, the squared displacements of mode `m` sum to `q²`. -/
theorem pucker_sum_sq {N : ℕ} {m : ℤ} (hN : N ≠ 0) (h2 : ¬ (N : ℤ) ∣ 2 * m) (q p : ℝ) :
    ∑ j ∈ range N, pucker N m q p j ^ 2 = q ^ 2 := by
  have h := sum_sq_quadrature h2 (√(2 / N) * q) 0 p
  simp only [zero_mul, sub_zero] at h
  simp only [pucker]
  rw [h]
  linear_combination q ^ 2 * prefactor_sq hN

/-- If `N ≠ 0` divides `2m`, the squared displacements sum to `2q² cos² p`, which depends on the
phase when `q ≠ 0`. -/
theorem pucker_sum_sq_of_dvd {N : ℕ} {m : ℤ} (hN : N ≠ 0) (h2 : (N : ℤ) ∣ 2 * m) (q p : ℝ) :
    ∑ j ∈ range N, pucker N m q p j ^ 2 = 2 * q ^ 2 * cos p ^ 2 := by
  obtain ⟨c, hc⟩ := h2
  have hN' : (N : ℝ) ≠ 0 := by exact_mod_cast hN
  have hc' : 2 * (m : ℝ) = N * c := by exact_mod_cast hc
  have hcd : 2 * (m : ℝ) / N = c := by rw [hc', mul_div_cancel_left₀ _ hN']
  -- all atoms have the same squared displacement
  have e : ∀ j, pucker N m q p j ^ 2 = √(2 / N) ^ 2 * q ^ 2 * cos p ^ 2 := by
    intro j
    have e1 : 2 * (p + siteAngle N m j) = 2 * p + ((c * j : ℤ) : ℝ) * (2 * π) := by
      unfold siteAngle; push_cast; linear_combination 2 * π * j * hcd
    have e2 : cos (p + siteAngle N m j) ^ 2 = cos p ^ 2 := by
      rw [Real.cos_sq, e1, Real.cos_add_int_mul_two_pi, ← Real.cos_sq]
    unfold pucker
    rw [mul_pow, mul_pow, e2]
  simp only [e, Finset.sum_const, Finset.card_range, nsmul_eq_mul]
  linear_combination 2 * q ^ 2 * cos p ^ 2 * prefactor_sq hN

/-- In a five-membered ring the puckering displacements contain no translation and no tilt, and
both their squares and the squares of their phase derivatives sum to `q²` at every phase. -/
theorem fiveRing_pseudorotation (q p : ℝ) :
    ∑ j ∈ range 5, fiveRing q p j = 0 ∧
    ∑ j ∈ range 5, fiveRing q p j * cos (2 * π * j / 5) = 0 ∧
    ∑ j ∈ range 5, fiveRing q p j * sin (2 * π * j / 5) = 0 ∧
    ∑ j ∈ range 5, fiveRing q p j ^ 2 = q ^ 2 ∧
    ∑ j ∈ range 5, (deriv (fun s => fiveRing q s j) p) ^ 2 = q ^ 2 := by
  have a1 : ∀ j : ℕ, siteAngle 5 1 j = 2 * π * j / 5 := by
    intro j; unfold siteAngle; push_cast; ring
  have a2 : ∀ j : ℕ, siteAngle 5 2 j = 4 * π * j / 5 := by
    intro j; unfold siteAngle; push_cast; ring
  have e : ∀ (s : ℝ) (j : ℕ), pucker 5 2 q s j = fiveRing q s j := by
    intro s j
    simp only [pucker, fiveRing, a2, Nat.cast_ofNat]
  have hc := pucker_constraints (N := 5) (m := 2) (by norm_num) (by norm_num) (by norm_num) q p
  have hs := pucker_sum_sq (N := 5) (m := 2) (by norm_num) (by norm_num) q p
  -- fixed amplitude and unit phase velocity
  have hk := pucker_kinetic (N := 5) (m := 2) (by norm_num) (by norm_num)
    (hasDerivAt_const p q) (hasDerivAt_id' p) 2
  simp only [e, a1] at hc hs hk
  rw [← Finset.mul_sum] at hk
  exact ⟨hc.1, hc.2.1, hc.2.2, hs, by linear_combination hk⟩

/-- Every out-of-plane displacement of a five-membered ring without translation and tilt is
described by one puckering amplitude `q ≥ 0` and one phase `p`. -/
theorem fiveRing_complete {z : ℕ → ℝ} (h0 : ∑ j ∈ range 5, z j = 0)
    (hc : ∑ j ∈ range 5, z j * cos (2 * π * j / 5) = 0)
    (hs : ∑ j ∈ range 5, z j * sin (2 * π * j / 5) = 0) :
    ∃ q p : ℝ, 0 ≤ q ∧ ∀ j < 5, z j = fiveRing q p j := by
  have polar : ∀ A B : ℝ, ∃ q p : ℝ, 0 ≤ q ∧ q * cos p = A ∧ q * sin p = B := fun A B =>
    ⟨‖(⟨A, B⟩ : ℂ)‖, Complex.arg ⟨A, B⟩, norm_nonneg _,
      Complex.norm_mul_cos_arg _, Complex.norm_mul_sin_arg _⟩
  obtain ⟨q, p, hq, hA, hB⟩ := polar (√(2 / 5) * ∑ l ∈ range 5, z l * cos (4 * π * l / 5))
    (-(√(2 / 5) * ∑ l ∈ range 5, z l * sin (4 * π * l / 5)))
  refine ⟨q, p, hq, fun j hj => ?_⟩
  -- the Fourier kernel on five sites singles out l = j
  have K : ∀ l ∈ range 5, z l * (1 + 2 * cos (2 * π * j / 5 - 2 * π * l / 5) +
      2 * cos (4 * π * j / 5 - 4 * π * l / 5)) = if j = l then z l * 5 else 0 := by
    intro l hl
    have hl' := Finset.mem_range.mp hl
    split_ifs with h
    · subst h
      rw [sub_self, sub_self, Real.cos_zero]
      ring
    · have hd : ¬ ((5 : ℕ) : ℤ) ∣ (j : ℤ) - l := by push_cast; omega
      have hS := sum_cos_siteAngle hd 0
      have c0 : cos (0 + siteAngle 5 ((j : ℤ) - l) 0) = 1 := by simp [siteAngle]
      have c1 : 0 + siteAngle 5 ((j : ℤ) - l) 1 = 2 * π * j / 5 - 2 * π * l / 5 := by
        unfold siteAngle; push_cast; ring
      have c2 : 0 + siteAngle 5 ((j : ℤ) - l) 2 = 4 * π * j / 5 - 4 * π * l / 5 := by
        unfold siteAngle; push_cast; ring
      have c3 : 0 + siteAngle 5 ((j : ℤ) - l) 3 = (((j : ℤ) - l : ℤ) : ℝ) * (2 * π) -
          (4 * π * j / 5 - 4 * π * l / 5) := by
        unfold siteAngle; push_cast; ring
      have c4 : 0 + siteAngle 5 ((j : ℤ) - l) 4 = (((j : ℤ) - l : ℤ) : ℝ) * (2 * π) -
          (2 * π * j / 5 - 2 * π * l / 5) := by
        unfold siteAngle; push_cast; ring
      simp only [Finset.sum_range_succ, Finset.sum_range_zero] at hS
      rw [c0, c1, c2, c3, c4, Real.cos_int_mul_two_pi_sub, Real.cos_int_mul_two_pi_sub] at hS
      linear_combination z l * hS
  have h1 := Finset.sum_congr rfl K
  rw [Finset.sum_ite_eq, if_pos (Finset.mem_range.mpr hj)] at h1
  have h2 : ∑ l ∈ range 5, z l * (1 + 2 * cos (2 * π * j / 5 - 2 * π * l / 5) +
      2 * cos (4 * π * j / 5 - 4 * π * l / 5)) =
      ∑ l ∈ range 5, z l
      + 2 * cos (2 * π * j / 5) * ∑ l ∈ range 5, z l * cos (2 * π * l / 5)
      + 2 * sin (2 * π * j / 5) * ∑ l ∈ range 5, z l * sin (2 * π * l / 5)
      + 2 * cos (4 * π * j / 5) * ∑ l ∈ range 5, z l * cos (4 * π * l / 5)
      + 2 * sin (4 * π * j / 5) * ∑ l ∈ range 5, z l * sin (4 * π * l / 5) := by
    simp only [Finset.mul_sum, ← Finset.sum_add_distrib]
    refine Finset.sum_congr rfl fun l _ => ?_
    rw [Real.cos_sub (2 * π * j / 5), Real.cos_sub (4 * π * j / 5)]
    ring
  rw [h1, h0, hc, hs] at h2
  -- only one cosine-sine pair is left, and it has the polar form (q, p)
  have hr : √(2 / 5 : ℝ) ^ 2 = 2 / 5 := Real.sq_sqrt (by norm_num)
  unfold fiveRing
  rw [Real.cos_add]
  linear_combination (1 / 5) * h2 - √(2 / 5) * cos (4 * π * j / 5) * hA
    + √(2 / 5) * sin (4 * π * j / 5) * hB
    - (cos (4 * π * j / 5) * ∑ l ∈ range 5, z l * cos (4 * π * l / 5)
      + sin (4 * π * j / 5) * ∑ l ∈ range 5, z l * sin (4 * π * l / 5)) * hr

end

end RingPuckering
```

`sum_cos_siteAngle` is the telescoping argument: `hstep` is the product formula and `hend` matches the two ends. In `pucker_constraints`, `key` carries the shift a that handles both tilts. `sum_sq_quadrature` is the double-angle step, and `prefactor_sq` supplies the normalisation.

In `pucker_kinetic`, `hd` is the chain rule. The five-ring derivative identity follows from it with constant q, p(s) = s and μ = 2. `pucker_sum_sq_of_dvd` covers the case where N divides 2m. In `fiveRing_complete`, `K` evaluates the kernel, `polar` obtains q and p from the modulus and argument of a complex number, and the final `linear_combination` assembles z_j.

For a quantum model of pseudorotation at fixed q, within this equal-mass, out-of-plane description, the kinetic term is that of a rotor with constant inertia μq².

```lean
#print axioms RingPuckering.pucker_sum_sq_of_dvd
#print axioms RingPuckering.fiveRing_pseudorotation
#print axioms RingPuckering.fiveRing_complete
```

```
'RingPuckering.pucker_sum_sq_of_dvd' depends on axioms: [propext, Classical.choice, Quot.sound]
'RingPuckering.fiveRing_pseudorotation' depends on axioms: [propext, Classical.choice, Quot.sound]
'RingPuckering.fiveRing_complete' depends on axioms: [propext, Classical.choice, Quot.sound]
```
